# The four-point Gauss-Lobatto rule on [-1,1] is exact through degree 5 and exceeds the integral of x⁶ by 32/525

The rule is modelled as a map that takes any function \(f:\mathbb R\to\mathbb R\) to a number, with the inner node kept as the exact real number \(1/\sqrt5\). The restriction to polynomial integrands is made in the theorems, not in the definition. The definition is thus the sum that a code evaluates, apart from rounding:

\[
L(f)=\tfrac16 f(-1)+\tfrac56 f\!\left(-\tfrac1{\sqrt5}\right)+\tfrac56 f\!\left(\tfrac1{\sqrt5}\right)+\tfrac16 f(1).
\]

For a real polynomial \(p(x)=\sum_{k=0}^{6}c_kx^k\) of degree at most 6, the result is

\[
L(p)-\int_{-1}^{1}p(x)\,dx=\frac{32}{525}\,c_6 .
\]

If the degree is at most 5, then \(c_6=0\) and the rule is exact. For \(p=x^6\) the excess is \(32/525\), so degree 5 is the limit.

## Cubic elements: exact stiffness, approximate mass

Spectral-element codes with cubic elements in one dimension can use these four points both as interpolation nodes and as quadrature points. The endpoints are shared with the neighbouring elements, and the mass matrix becomes diagonal, because each Lagrange basis function vanishes at all nodes but its own.

The degree count shows what this costs. On an affine element with constant coefficients, a stiffness entry integrates a product of two first derivatives of cubics. This has degree at most 4, so the quadrature is exact. A mass entry integrates a product of two cubics, which can reach degree 6. If \(u\) is a cubic with leading coefficient \(c\) in the reference coordinate, then \(u^2\) has \(x^6\) coefficient \(c^2\), and the quadrature overestimates \(\int_{-1}^1u^2\,dx\) by \(32c^2/525\).

For a one-particle Schrödinger equation in one dimension, discretised with such elements and a constant mass, the kinetic-energy matrix is therefore integrated exactly, while the diagonal overlap matrix is an approximation.

## From coefficients to the error, and from moments to the nodes

**The error formula.** Odd powers integrate to zero over \([-1,1]\), and an even power \(x^k\) gives \(2/(k+1)\). Hence

\[
\int_{-1}^{1}p(x)\,dx=2c_0+\tfrac23c_2+\tfrac25c_4+\tfrac27c_6 .
\]

In the rule, odd powers cancel between mirror nodes, which carry equal weights. With \(r=1/\sqrt5\) we have \(r^2=1/5\), \(r^4=1/25\) and \(r^6=1/125\), so the even powers give

\[
\begin{aligned}
L(1)&=\tfrac13+\tfrac53=2, & L(x^2)&=\tfrac13+\tfrac53\cdot\tfrac15=\tfrac23,\\
L(x^4)&=\tfrac13+\tfrac53\cdot\tfrac1{25}=\tfrac25, & L(x^6)&=\tfrac13+\tfrac53\cdot\tfrac1{125}=\tfrac{26}{75}.
\end{aligned}
\]

The first three agree with the integral. The last differs by \(\tfrac{26}{75}-\tfrac27=\tfrac{182-150}{525}=\tfrac{32}{525}\).

**Other intervals.** Substitute \(y=\tfrac{a+b}2+\tfrac{b-a}2x\), so that \(dy=\tfrac{b-a}2dx\). A polynomial of degree at most 5 in \(y\) has degree at most 5 in \(x\), and therefore

\[
\int_a^b p(y)\,dy=\frac{b-a}2\,L\!\left(x\mapsto p\!\left(\tfrac{a+b}2+\tfrac{b-a}2x\right)\right).
\]

In the limiting case \(a=b\), both sides are zero.

**Uniqueness.** Suppose that a rule with nodes \(-1,s,t,1\), where \(s\le t\), and real weights \(w_0,w_1,w_2,w_3\) is exact through degree 5. Apply it to

\[
q(x)=(1-x^2)(x-s)(x-t)=-x^4+(s+t)x^3+(1-st)x^2-(s+t)x+st .
\]

This polynomial vanishes at all four nodes, so its integral must be zero:

\[
-\tfrac25+\tfrac23(1-st)+2st=\tfrac4{15}+\tfrac43st=0,
\qquad\text{so}\qquad st=-\tfrac15 .
\]

The polynomial \(x\,q(x)\) has degree 5 and also vanishes at the nodes. Its integral is \((s+t)\left(\tfrac25-\tfrac23\right)=-\tfrac4{15}(s+t)\), so \(s+t=0\). Then \(t^2=-st=\tfrac15\), and \(s\le t\) selects \(t=1/\sqrt5\) and \(s=-1/\sqrt5\).

The weights follow from the low moments. Subtracting the \(x^3\) equation from the \(x\) equation gives \(t(1-t^2)(w_2-w_1)=0\), hence \(w_1=w_2\). Subtracting the \(x^2\) equation from the constant one gives \(\tfrac45(w_1+w_2)=\tfrac43\), hence \(w_1=w_2=\tfrac56\). The \(x\) equation now reads \(w_3=w_0\), and the constant equation gives \(w_0=w_3=\tfrac16\).

## The Lean file

```lean
import Mathlib

open Polynomial

namespace GaussLobattoFourPoint

noncomputable section

/-- The four-point Gauss-Lobatto rule on [-1,1]: nodes -1, -1/√5, 1/√5, 1 with weights
1/6, 5/6, 5/6, 1/6. -/
def lobatto4 (f : ℝ → ℝ) : ℝ :=
  1 / 6 * f (-1) + 5 / 6 * f (-(1 / √5)) + 5 / 6 * f (1 / √5) + 1 / 6 * f 1

/-- The square of the inner node is 1/5. -/
theorem inner_node_sq : (1 / √5 : ℝ) ^ 2 = 1 / 5 := by
  rw [div_pow, Real.sq_sqrt (by norm_num)]
  norm_num

/-- A polynomial of degree at most 6 written out in powers of x. -/
theorem eval_expand (p : ℝ[X]) (hp : p.natDegree ≤ 6) (x : ℝ) :
    p.eval x = p.coeff 0 + p.coeff 1 * x + p.coeff 2 * x ^ 2 + p.coeff 3 * x ^ 3
      + p.coeff 4 * x ^ 4 + p.coeff 5 * x ^ 5 + p.coeff 6 * x ^ 6 := by
  rw [eval_eq_sum_range' (show p.natDegree < 7 by omega)]
  simp only [Finset.sum_range_succ, Finset.sum_range_zero]
  ring

/-- The integral over [-1,1] of a polynomial of degree at most 6, in terms of its even
coefficients. -/
theorem integral_expand (p : ℝ[X]) (hp : p.natDegree ≤ 6) :
    ∫ x in (-1 : ℝ)..1, p.eval x =
      2 * p.coeff 0 + 2 / 3 * p.coeff 2 + 2 / 5 * p.coeff 4 + 2 / 7 * p.coeff 6 := by
  -- an explicit antiderivative
  let Q : ℝ[X] := C (p.coeff 0) * X ^ 1 + C (p.coeff 1 / 2) * X ^ 2
    + C (p.coeff 2 / 3) * X ^ 3 + C (p.coeff 3 / 4) * X ^ 4 + C (p.coeff 4 / 5) * X ^ 5
    + C (p.coeff 5 / 6) * X ^ 6 + C (p.coeff 6 / 7) * X ^ 7
  have hQ : ∀ x : ℝ, Q.derivative.eval x = p.eval x := by
    intro x
    rw [eval_expand p hp x]
    simp only [Q, derivative_add, derivative_C_mul_X_pow, eval_add, eval_mul, eval_C,
      eval_pow, eval_X, Nat.reduceSub]
    push_cast
    ring
  have key : ∫ x in (-1 : ℝ)..1, p.eval x = Q.eval 1 - Q.eval (-1) :=
    intervalIntegral.integral_eq_sub_of_hasDerivAt
      (fun x _ => (Q.hasDerivAt x).congr_deriv (hQ x))
      (p.continuous.intervalIntegrable _ _)
  rw [key]
  simp only [Q, eval_add, eval_mul, eval_C, eval_pow, eval_X]
  ring

/-- For a polynomial of degree at most 6 the rule exceeds the integral by 32/525 times the
coefficient of x^6. -/
theorem lobatto4_excess (p : ℝ[X]) (hp : p.natDegree ≤ 6) :
    lobatto4 (fun x => p.eval x) - ∫ x in (-1 : ℝ)..1, p.eval x = 32 / 525 * p.coeff 6 := by
  rw [integral_expand p hp]
  simp only [lobatto4, eval_expand p hp]
  have h2 := inner_node_sq
  generalize (1 / √5 : ℝ) = r at h2 ⊢
  have h4 : r ^ 4 = 1 / 25 := by linear_combination (r ^ 2 + 1 / 5) * h2
  have h6 : r ^ 6 = 1 / 125 := by linear_combination r ^ 2 * h4 + 1 / 25 * h2
  -- odd powers cancel between mirror nodes
  linear_combination 5 / 3 * p.coeff 2 * h2 + 5 / 3 * p.coeff 4 * h4 + 5 / 3 * p.coeff 6 * h6

/-- The four-point Gauss-Lobatto rule equals the integral over [-1,1] of every real polynomial
of degree at most 5. -/
theorem lobatto4_exact (p : ℝ[X]) (hp : p.natDegree ≤ 5) :
    lobatto4 (fun x => p.eval x) = ∫ x in (-1 : ℝ)..1, p.eval x := by
  have h := lobatto4_excess p (by omega)
  rw [coeff_eq_zero_of_natDegree_lt (show p.natDegree < 6 by omega)] at h
  linarith

/-- For x^6 the rule exceeds the integral over [-1,1] by exactly 32/525. -/
theorem lobatto4_pow_six :
    lobatto4 (fun x => x ^ 6) - ∫ x in (-1 : ℝ)..1, x ^ 6 = 32 / 525 := by
  have h := lobatto4_excess (X ^ 6) (by simp)
  simp only [eval_pow, eval_X, coeff_X_pow_self, mul_one] at h
  exact h

/-- Carried to the interval from a to b by an affine map, the rule equals the integral of every
real polynomial of degree at most 5. -/
theorem lobatto4_exact_interval (a b : ℝ) (p : ℝ[X]) (hp : p.natDegree ≤ 5) :
    (b - a) / 2 * lobatto4 (fun x => p.eval ((a + b) / 2 + (b - a) / 2 * x)) =
      ∫ x in a..b, p.eval x := by
  -- an affine substitution does not raise the degree
  have hl : (C ((a + b) / 2) + C ((b - a) / 2) * X : ℝ[X]).natDegree ≤ 1 := by
    compute_degree
  have hq : (p.comp (C ((a + b) / 2) + C ((b - a) / 2) * X)).natDegree ≤ 5 :=
    natDegree_comp_le.trans (Nat.mul_le_mul hp hl)
  have h := lobatto4_exact _ hq
  simp only [eval_comp, eval_add, eval_mul, eval_C, eval_X] at h
  have h2 := intervalIntegral.smul_integral_comp_add_mul (a := -1) (b := 1)
    (fun x : ℝ => p.eval x) ((b - a) / 2) ((a + b) / 2)
  rw [show (a + b) / 2 + (b - a) / 2 * (-1) = a by ring,
    show (a + b) / 2 + (b - a) / 2 * 1 = b by ring, smul_eq_mul] at h2
  rw [h]
  exact h2

/-- A rule on both endpoints and two further nodes s ≤ t that integrates every polynomial of
degree at most 5 over [-1,1] has the Gauss-Lobatto nodes and weights. -/
theorem lobatto4_unique (s t w₀ w₁ w₂ w₃ : ℝ) (hle : s ≤ t)
    (h : ∀ p : ℝ[X], p.natDegree ≤ 5 →
      w₀ * p.eval (-1) + w₁ * p.eval s + w₂ * p.eval t + w₃ * p.eval 1 =
        ∫ x in (-1 : ℝ)..1, p.eval x) :
    (s = -(1 / √5) ∧ t = 1 / √5) ∧ w₀ = 1 / 6 ∧ w₁ = 5 / 6 ∧ w₂ = 5 / 6 ∧ w₃ = 1 / 6 := by
  -- the moment equations
  have m : ∀ k : ℕ, k ≤ 5 → w₀ * (-1) ^ k + w₁ * s ^ k + w₂ * t ^ k + w₃ * 1 ^ k =
      (1 ^ (k + 1) - (-1) ^ (k + 1)) / ((k : ℝ) + 1) := by
    intro k hk
    have hm := h (X ^ k) (by simpa using hk)
    simp only [eval_pow, eval_X, integral_pow] at hm
    exact hm
  have m0 : w₀ + w₁ + w₂ + w₃ = 2 := by
    have e := m 0 (by norm_num)
    push_cast at e
    linear_combination e
  have m1 : -w₀ + w₁ * s + w₂ * t + w₃ = 0 := by
    have e := m 1 (by norm_num)
    push_cast at e
    linear_combination e
  have m2 : w₀ + w₁ * s ^ 2 + w₂ * t ^ 2 + w₃ = 2 / 3 := by
    have e := m 2 (by norm_num)
    push_cast at e
    linear_combination e
  have m3 : -w₀ + w₁ * s ^ 3 + w₂ * t ^ 3 + w₃ = 0 := by
    have e := m 3 (by norm_num)
    push_cast at e
    linear_combination e
  have m4 : w₀ + w₁ * s ^ 4 + w₂ * t ^ 4 + w₃ = 2 / 5 := by
    have e := m 4 (by norm_num)
    push_cast at e
    linear_combination e
  have m5 : -w₀ + w₁ * s ^ 5 + w₂ * t ^ 5 + w₃ = 0 := by
    have e := m 5 (by norm_num)
    push_cast at e
    linear_combination e
  -- test with (1 - x²)(x - s)(x - t), and with x times it
  have hprod : s * t = -1 / 5 := by
    linear_combination (-3 / 4) * (-m4 + (s + t) * m3 + (1 - s * t) * m2
      - (s + t) * m1 + s * t * m0)
  have hsum : s + t = 0 := by
    linear_combination (15 / 4) * (-m5 + (s + t) * m4 + (1 - s * t) * m3
      - (s + t) * m2 + s * t * m1)
  have ht2 : t ^ 2 = 1 / 5 := by linear_combination t * hsum - hprod
  have hr : (0 : ℝ) < 1 / √5 := by positivity
  have htr : t = 1 / √5 := by
    have hf : (t - 1 / √5) * (t + 1 / √5) = 0 := by
      linear_combination ht2 - inner_node_sq
    rcases mul_eq_zero.mp hf with h1 | h1 <;> linarith
  have ht : t ≠ 0 := by
    rw [htr]
    exact hr.ne'
  have hs : s = -t := by linarith
  rw [hs] at m1 m2 m3
  -- the moments of degree 0 to 3, used again with s = -t, fix the weights
  have hd : t * (w₂ - w₁) = 0 := by
    linear_combination (5 / 4) * (m1 - m3) + (5 / 4) * t * (w₂ - w₁) * ht2
  have hw : w₂ - w₁ = 0 := (mul_eq_zero.mp hd).resolve_left ht
  have hv : w₁ + w₂ = 5 / 3 := by
    linear_combination (5 / 4) * (m0 - m2) + (5 / 4) * (w₁ + w₂) * ht2
  have he : w₃ - w₀ = 0 := by linear_combination m1 - hd
  refine ⟨⟨?_, htr⟩, ?_, ?_, ?_, ?_⟩ <;> linarith

end

end GaussLobattoFourPoint
```

```lean
#print axioms GaussLobattoFourPoint.lobatto4_exact
#print axioms GaussLobattoFourPoint.lobatto4_pow_six
#print axioms GaussLobattoFourPoint.lobatto4_exact_interval
#print axioms GaussLobattoFourPoint.lobatto4_unique
```

```
'GaussLobattoFourPoint.lobatto4_exact' depends on axioms: [propext, Classical.choice, Quot.sound]
'GaussLobattoFourPoint.lobatto4_pow_six' depends on axioms: [propext, Classical.choice, Quot.sound]
'GaussLobattoFourPoint.lobatto4_exact_interval' depends on axioms: [propext, Classical.choice, Quot.sound]
'GaussLobattoFourPoint.lobatto4_unique' depends on axioms: [propext, Classical.choice, Quot.sound]
```

## How the Lean proof follows the algebra

The type `ℝ[X]` contains polynomials as algebraic objects, `p.eval x` is the value at \(x\), and `p.coeff k` is \(c_k\). The condition `p.natDegree ≤ 5` says that the degree is at most 5, and it admits the zero polynomial. The integral is Mathlib's oriented interval integral, so `lobatto4_exact_interval` needs no assumption that \(a<b\).

`eval_expand` writes the polynomial in powers of \(x\). `integral_expand` builds the antiderivative `Q`, checks that its derivative has the values of `p`, and applies the fundamental theorem of calculus.

In `lobatto4_excess`, `generalize` replaces \(1/\sqrt5\) by a symbol `r` of which only \(r^2=1/5\) is known. The tactic `linear_combination` then confirms that the goal follows from the stated multiples of the equations for \(r^2\), \(r^4\) and \(r^6\). `lobatto4_exact` sets the sixth coefficient to zero, and `lobatto4_pow_six` sets it to one.

For a general interval, the proof composes `p` with the affine map, bounds the degree of the composition, and uses Mathlib's substitution theorem.

In `lobatto4_unique`, the equations `m0` to `m5` are the hypothesis applied to \(1,x,\dots,x^5\). The coefficients in `hprod` and `hsum` are those of \(q\) and \(xq\), up to an overall factor. `htr` factors \(t^2-\tfrac15\) and discards the negative root, and `hd`, `hv` and `he` fix the weights.

## Exact arithmetic, polynomial integrands, fixed endpoints

The theorems concern real arithmetic. Rounding in the stored node, the weights or the sum has to be assessed separately. Since \(32/525\approx0.061\), however, a correct double-precision implementation should show the \(x^6\) excess clearly, while its errors for \(1,x,\dots,x^5\) should be at rounding level.

Although `lobatto4` accepts any function, the file gives no error bound for integrands that are not polynomials, and none for polynomials of degree above 6. It treats four points in one dimension and does not address Gauss-Lobatto rules with other numbers of points. On a curved element, the geometric factors enter the integrand and can raise its degree or make it non-polynomial, so the degree count has to be repeated there.

The uniqueness theorem assumes neither that the weights are positive nor that \(s\) and \(t\) lie inside \([-1,1]\); both properties follow from its conclusion. Its ordering hypothesis only labels the nodes. Without \(s\le t\), the choice \(s=1/\sqrt5\), \(t=-1/\sqrt5\) with the same weights meets the exactness condition but violates the stated conclusion.

The prescribed endpoints matter more. The three-point Gauss-Legendre rule, with nodes \(-\sqrt{3/5},\,0,\,\sqrt{3/5}\) and weights \(5/9,\,8/9,\,5/9\), is also exact through degree 5. It needs one evaluation fewer, but it has no node on the element boundary.
